# For a parity-odd Hermitian order parameter O and a unit parity eigenvector p, the greatest expectation of O over unit vectors in the span of p and Op is ‖Op‖

The expectation of O in a state x is modelled as the real number Re⟨x, Ox⟩, and the maximum as the greatest element of the set of values that it takes on unit vectors in the complex span of p and Op. The operator O acts on the whole state space and need not map this span into itself.

In Lean 4 with Mathlib:

```lean
import Mathlib

open scoped InnerProductSpace

noncomputable section

namespace OrderParameterDoublet

variable {E : Type*} [NormedAddCommGroup E] [InnerProductSpace ℂ E]

/-- A Hermitian unitary parity `P`, a Hermitian order parameter `O` that is odd under `P`,
and a unit parity eigenvector `p` that `O` does not annihilate. -/
structure IsParityDoublet (P O : E →ₗ[ℂ] E) (p : E) (c : ℂ) : Prop where
  P_symm : P.IsSymmetric
  P_invol : ∀ x, P (P x) = x
  O_symm : O.IsSymmetric
  odd : ∀ x, P (O x) = -O (P x)
  eigen : P p = c • p
  unit : ‖p‖ = 1
  ne_zero : O p ≠ 0

/-- The expectation of `O` in the state `x`, the real part of `⟨x, O x⟩`. -/
def expectation (O : E →ₗ[ℂ] E) (x : E) : ℝ := (inner ℂ x (O x)).re

/-- The superposition `(p + O p / ‖O p‖) / √2`. -/
def brokenState (O : E →ₗ[ℂ] E) (p : E) : E :=
  ((Real.sqrt 2 : ℝ) : ℂ)⁻¹ • (p + ((‖O p‖ : ℝ) : ℂ)⁻¹ • O p)

/-- The expectations of `O` in the unit vectors of the span of `p` and `O p`. -/
def doubletValues (O : E →ₗ[ℂ] E) (p : E) : Set ℝ :=
  {e | ∃ x ∈ Submodule.span ℂ {p, O p}, ‖x‖ = 1 ∧ expectation O x = e}

/-- Two vectors whose eigenvalues under a Hermitian unitary are opposite are orthogonal. -/
theorem opposite_parity_orthogonal {P : E →ₗ[ℂ] E} (hP : P.IsSymmetric)
    (hPP : ∀ x, P (P x) = x) {c : ℂ} {x y : E} (hx : P x = c • x) (hy : P y = -(c • y)) :
    inner ℂ x y = 0 := by
  have h : inner ℂ (P x) (P y) = inner ℂ x y := by rw [hP x (P y), hPP]
  rw [hx, hy, inner_neg_right, inner_smul_left, inner_smul_right] at h
  have h2 : ((1 + Complex.normSq c : ℝ) : ℂ) * inner ℂ x y = 0 := by
    push_cast
    rw [← Complex.mul_conj]
    linear_combination -h
  rcases mul_eq_zero.mp h2 with h3 | h3
  · exfalso
    have h4 : 1 + Complex.normSq c = 0 := by exact_mod_cast h3
    have := Complex.normSq_nonneg c
    linarith
  · exact h3

variable {P O : E →ₗ[ℂ] E} {p : E} {c : ℂ}

/-- The squared norm of `a p + b O p` is `|a|² + |b|² ‖O p‖²`. -/
theorem IsParityDoublet.norm_sq (d : IsParityDoublet P O p c) (a b : ℂ) :
    ‖a • p + b • O p‖ ^ 2 = ‖a‖ ^ 2 + ‖b‖ ^ 2 * ‖O p‖ ^ 2 := by
  have h1 : inner ℂ p (O p) = 0 :=
    opposite_parity_orthogonal d.P_symm d.P_invol d.eigen (by rw [d.odd, d.eigen, map_smul])
  have h0 : inner ℂ (a • p) (b • O p) = 0 := by
    rw [inner_smul_left, inner_smul_right, h1, mul_zero, mul_zero]
  rw [norm_add_sq (𝕜 := ℂ), h0, norm_smul, norm_smul, d.unit, map_zero]
  ring

/-- For `x = a p + b O p`, the expectation of `O` falls short of `‖O p‖ ‖x‖²` by exactly
`‖O p‖ |a - ‖O p‖ b|²`. -/
theorem IsParityDoublet.deficit (d : IsParityDoublet P O p c) (a b : ℂ) :
    ‖O p‖ * ‖a • p + b • O p‖ ^ 2 - expectation O (a • p + b • O p)
      = ‖O p‖ * ‖a - ((‖O p‖ : ℝ) : ℂ) * b‖ ^ 2 := by
  -- parity removes both diagonal matrix elements
  have h1 : inner ℂ p (O p) = 0 :=
    opposite_parity_orthogonal d.P_symm d.P_invol d.eigen (by rw [d.odd, d.eigen, map_smul])
  have h2 : inner ℂ (O p) (O (O p)) = 0 :=
    opposite_parity_orthogonal (c := -c) d.P_symm d.P_invol
      (by rw [d.odd, d.eigen, map_smul, neg_smul])
      (by rw [d.odd, d.odd, d.eigen, map_neg, map_smul, map_smul, neg_smul])
  have h3 : inner ℂ (O p) (O p) = ((‖O p‖ ^ 2 : ℝ) : ℂ) :=
    (inner_self_eq_norm_sq_to_K (𝕜 := ℂ) (O p)).trans (Complex.ofReal_pow _ 2).symm
  have h4 : inner ℂ p (O (O p)) = ((‖O p‖ ^ 2 : ℝ) : ℂ) := (d.O_symm p (O p)).symm.trans h3
  have hE : expectation O (a • p + b • O p)
      = 2 * ‖O p‖ ^ 2 * (a.re * b.re + a.im * b.im) := by
    have key : ∀ r : ℝ, (a * (starRingEnd ℂ b * (r : ℂ)) + b * (starRingEnd ℂ a * (r : ℂ))).re
        = 2 * r * (a.re * b.re + a.im * b.im) := by
      intro r
      simp [Complex.mul_re, Complex.mul_im]
      ring
    have hin : inner ℂ (a • p + b • O p) (O (a • p + b • O p))
        = a * (starRingEnd ℂ b * ((‖O p‖ ^ 2 : ℝ) : ℂ))
          + b * (starRingEnd ℂ a * ((‖O p‖ ^ 2 : ℝ) : ℂ)) := by
      rw [map_add, map_smul, map_smul]
      simp only [inner_add_left, inner_add_right, inner_smul_left, inner_smul_right,
        h1, h2, h3, h4]
      ring
    unfold expectation
    rw [hin, key]
  rw [d.norm_sq, hE]
  simp only [Complex.sq_norm, Complex.normSq_apply, Complex.sub_re, Complex.sub_im,
    Complex.mul_re, Complex.mul_im, Complex.ofReal_re, Complex.ofReal_im]
  ring

theorem brokenState_eq (O : E →ₗ[ℂ] E) (p : E) :
    brokenState O p = ((Real.sqrt 2 : ℝ) : ℂ)⁻¹ • p
      + (((Real.sqrt 2 : ℝ) : ℂ)⁻¹ * ((‖O p‖ : ℝ) : ℂ)⁻¹) • O p := by
  rw [brokenState, smul_add, smul_smul]

/-- Over unit vectors in the span of `p` and `O p`, the greatest expectation of `O` is `‖O p‖`,
and the unit vector `(p + O p / ‖O p‖) / √2` of that span attains it. -/
theorem IsParityDoublet.max_expectation (d : IsParityDoublet P O p c) :
    IsGreatest (doubletValues O p) ‖O p‖ ∧
      brokenState O p ∈ Submodule.span ℂ {p, O p} ∧ ‖brokenState O p‖ = 1 ∧
      expectation O (brokenState O p) = ‖O p‖ := by
  have hn : ‖O p‖ ≠ 0 := norm_ne_zero_iff.mpr d.ne_zero
  have hnC : ((‖O p‖ : ℝ) : ℂ) ≠ 0 := Complex.ofReal_ne_zero.mpr hn
  have hmem : brokenState O p ∈ Submodule.span ℂ {p, O p} :=
    Submodule.mem_span_pair.mpr ⟨_, _, (brokenState_eq O p).symm⟩
  have hunit : ‖brokenState O p‖ = 1 := by
    have hs : ((Real.sqrt 2)⁻¹) ^ 2 = 1 / 2 := by
      rw [inv_pow, Real.sq_sqrt (by norm_num)]
      norm_num
    have h : ‖brokenState O p‖ ^ 2 = 1 ^ 2 := by
      rw [brokenState_eq, d.norm_sq, norm_mul, norm_inv, norm_inv, Complex.norm_real,
        Complex.norm_real, norm_norm, Real.norm_of_nonneg (Real.sqrt_nonneg 2), mul_pow,
        mul_assoc, ← mul_pow, inv_mul_cancel₀ hn, hs]
      norm_num
    exact (sq_eq_sq₀ (norm_nonneg _) zero_le_one).mp h
  have hval : expectation O (brokenState O p) = ‖O p‖ := by
    have h := d.deficit ((Real.sqrt 2 : ℝ) : ℂ)⁻¹
      (((Real.sqrt 2 : ℝ) : ℂ)⁻¹ * ((‖O p‖ : ℝ) : ℂ)⁻¹)
    rw [← brokenState_eq, hunit, mul_left_comm, mul_inv_cancel₀ hnC, mul_one, sub_self,
      norm_zero] at h
    linarith
  refine ⟨⟨⟨_, hmem, hunit, hval⟩, ?_⟩, hmem, hunit, hval⟩
  -- the deficit is a square, hence nonnegative
  rintro e ⟨x, hx, hx1, rfl⟩
  obtain ⟨a, b, rfl⟩ := Submodule.mem_span_pair.mp hx
  have h := d.deficit a b
  rw [hx1] at h
  have : 0 ≤ ‖O p‖ * ‖a - ((‖O p‖ : ℝ) : ℂ) * b‖ ^ 2 := by positivity
  linarith

/-- A unit vector in the span of `p` and `O p` has expectation `‖O p‖` exactly when it is
`(p + O p / ‖O p‖) / √2` up to a phase. -/
theorem IsParityDoublet.maximiser_iff (d : IsParityDoublet P O p c) {x : E}
    (hx : x ∈ Submodule.span ℂ {p, O p}) (hx1 : ‖x‖ = 1) :
    expectation O x = ‖O p‖ ↔ ∃ z : ℂ, ‖z‖ = 1 ∧ x = z • brokenState O p := by
  obtain ⟨-, -, hunit, hval⟩ := d.max_expectation
  have hn : ‖O p‖ ≠ 0 := norm_ne_zero_iff.mpr d.ne_zero
  have hnC : ((‖O p‖ : ℝ) : ℂ) ≠ 0 := Complex.ofReal_ne_zero.mpr hn
  have hsC : ((Real.sqrt 2 : ℝ) : ℂ) ≠ 0 :=
    Complex.ofReal_ne_zero.mpr (Real.sqrt_pos.mpr (by norm_num)).ne'
  constructor
  · intro he
    obtain ⟨a, b, rfl⟩ := Submodule.mem_span_pair.mp hx
    have h := d.deficit a b
    rw [hx1, he, one_pow, mul_one, sub_self] at h
    -- zero deficit fixes the ratio of the two amplitudes
    have hab : a = ((‖O p‖ : ℝ) : ℂ) * b := by
      rcases mul_eq_zero.mp h.symm with h' | h'
      · exact absurd h' hn
      · exact sub_eq_zero.mp (norm_eq_zero.mp (pow_eq_zero_iff two_ne_zero |>.mp h'))
    have e1 : ((Real.sqrt 2 : ℝ) : ℂ) * a * ((Real.sqrt 2 : ℝ) : ℂ)⁻¹ = a := by
      field_simp
    have e2 : ((Real.sqrt 2 : ℝ) : ℂ) * a *
        (((Real.sqrt 2 : ℝ) : ℂ)⁻¹ * ((‖O p‖ : ℝ) : ℂ)⁻¹) = b := by
      rw [← mul_assoc, e1, hab, mul_comm, ← mul_assoc, inv_mul_cancel₀ hnC, one_mul]
    have hz : a • p + b • O p = (((Real.sqrt 2 : ℝ) : ℂ) * a) • brokenState O p := by
      rw [brokenState_eq, smul_add, smul_smul, smul_smul, e1, e2]
    refine ⟨_, ?_, hz⟩
    rw [hz, norm_smul, hunit, mul_one] at hx1
    exact hx1
  · rintro ⟨z, hz, rfl⟩
    rw [← hval]
    unfold expectation
    rw [map_smul, inner_smul_left, inner_smul_right, ← mul_assoc, Complex.conj_mul', hz]
    simp

/-- Parity reverses the expectation of the order parameter in every state. -/
theorem IsParityDoublet.expectation_parity (d : IsParityDoublet P O p c) (x : E) :
    expectation O (P x) = -expectation O x := by
  have h : O (P x) = -P (O x) := by rw [d.odd, neg_neg]
  unfold expectation
  rw [h, inner_neg_right, d.P_symm x (P (O x)), d.P_invol, Complex.neg_re]

/-- Over unit vectors in the span of `p` and `O p`, the least expectation of `O` is `-‖O p‖`, and
the parity image of `(p + O p / ‖O p‖) / √2` attains it. -/
theorem IsParityDoublet.min_expectation (d : IsParityDoublet P O p c) :
    IsLeast (doubletValues O p) (-‖O p‖) ∧
      expectation O (P (brokenState O p)) = -‖O p‖ := by
  obtain ⟨hmax, hmem, hunit, hval⟩ := d.max_expectation
  -- parity preserves the span and the norm
  have hspan : ∀ x ∈ Submodule.span ℂ {p, O p}, P x ∈ Submodule.span ℂ {p, O p} := by
    intro x hx
    obtain ⟨a, b, rfl⟩ := Submodule.mem_span_pair.mp hx
    refine Submodule.mem_span_pair.mpr ⟨a * c, -(b * c), ?_⟩
    rw [map_add, map_smul, map_smul, d.odd, d.eigen, map_smul]
    module
  have hnorm : ∀ x, ‖P x‖ = ‖x‖ := by
    intro x
    refine (sq_eq_sq₀ (norm_nonneg _) (norm_nonneg _)).mp ?_
    rw [← inner_self_eq_norm_sq (𝕜 := ℂ) (P x), ← inner_self_eq_norm_sq (𝕜 := ℂ) x,
      d.P_symm x (P x), d.P_invol]
  have hflip : expectation O (P (brokenState O p)) = -‖O p‖ := by
    rw [d.expectation_parity, hval]
  refine ⟨⟨⟨_, hspan _ hmem, (hnorm _).trans hunit, hflip⟩, ?_⟩, hflip⟩
  rintro e ⟨x, hx, hx1, rfl⟩
  have h := hmax.2 ⟨P x, hspan x hx, (hnorm x).trans hx1, rfl⟩
  rw [d.expectation_parity] at h
  linarith

/-- The parity on three sites that changes the sign of the middle amplitude. -/
def siteParity : EuclideanSpace ℂ (Fin 3) →ₗ[ℂ] EuclideanSpace ℂ (Fin 3) where
  toFun x := !₂[x 0, -x 1, x 2]
  map_add' x y := by
    ext i
    fin_cases i <;> simp
    ring
  map_smul' a x := by ext i; fin_cases i <;> simp

/-- Nearest-neighbour hopping on an open chain of three sites. -/
def hopping : EuclideanSpace ℂ (Fin 3) →ₗ[ℂ] EuclideanSpace ℂ (Fin 3) where
  toFun x := !₂[x 1, x 0 + x 2, x 1]
  map_add' x y := by
    ext i
    fin_cases i <;> simp
    ring
  map_smul' a x := by
    ext i
    fin_cases i <;> simp
    ring

/-- Site parity, hopping and the state localised on the first site meet all the hypotheses,
with parity eigenvalue one. -/
theorem isParityDoublet_witness :
    IsParityDoublet siteParity hopping !₂[(1 : ℂ), 0, 0] 1 where
  P_symm x y := by simp [siteParity, PiLp.inner_apply, Fin.sum_univ_three]
  P_invol x := by ext i; fin_cases i <;> simp [siteParity]
  O_symm x y := by
    simp [hopping, PiLp.inner_apply, Fin.sum_univ_three]
    ring
  odd x := by ext i; fin_cases i <;> simp [siteParity, hopping]
  eigen := by ext i; fin_cases i <;> simp [siteParity]
  unit := by simp [EuclideanSpace.norm_eq, Fin.sum_univ_three]
  ne_zero h := by
    have h1 := congrArg (fun v : EuclideanSpace ℂ (Fin 3) => v 1) h
    simp [hopping] at h1

end OrderParameterDoublet
```

```lean
#print axioms OrderParameterDoublet.IsParityDoublet.maximiser_iff
#print axioms OrderParameterDoublet.IsParityDoublet.min_expectation
```

```
'OrderParameterDoublet.IsParityDoublet.maximiser_iff' depends on axioms: [propext, Classical.choice, Quot.sound]
'OrderParameterDoublet.IsParityDoublet.min_expectation' depends on axioms: [propext, Classical.choice, Quot.sound]
```

## A symmetric state and its partner of opposite parity

The state space `E` is any complex inner product space, of finite or infinite dimension, complete or not. The structure `IsParityDoublet P O p c` collects the hypotheses:

- `P_symm` and `P_invol` say that P is Hermitian with P² = 1, which makes it a Hermitian unitary. It stands for a reflection, a global spin flip or another two-valued symmetry.
- `O_symm` and `odd` say that O is Hermitian and that PO = −OP. An order parameter that changes sign under the symmetry, such as the magnetisation along z when spin up and spin down along z are exchanged on every site, has this property.
- `eigen` and `unit` say that Pp = cp and ‖p‖ = 1. The number c is an arbitrary complex number in the structure, although P² = 1 forces it to be +1 or −1.
- `ne_zero` says that Op ≠ 0, so that p has a partner of opposite parity.

The inner product is conjugate-linear in its first argument, as in Dirac notation. Taking the real part in `expectation` loses nothing, because ⟨x, Ox⟩ is real for Hermitian O. The set `doubletValues O p` contains the expectations in unit vectors of the span, and `brokenState O p` is the vector

(p + Op/‖Op‖)/√2.

The theorem `max_expectation` says that ‖Op‖ is the greatest element of `doubletValues O p`, and that `brokenState O p` is a unit vector of the span with this expectation. By `maximiser_iff`, every other unit vector of the span that reaches the maximum differs from it by a phase only. By `min_expectation`, the least value is −‖Op‖, and the parity image of the maximiser attains it.

A parity eigenstate has zero expectation of O, however large ⟨p, O²p⟩ is. Since ‖Op‖² = ⟨p, O²p⟩, the root-mean-square order parameter of a symmetric ground state, as computed for a finite lattice, equals the largest expectation available by superposing that state with the single partner Op/‖Op‖.

No Hamiltonian appears. The partner need not be an energy eigenstate, and nothing is said about a tunnelling splitting, a lifetime or a thermodynamic limit. Both operators are defined on all of `E`, so an unbounded observable such as position fits only if `E` is a suitable invariant domain, for example the Schwartz functions with the L² inner product.

## The shortfall from the maximum is a square

Write n = ‖Op‖, so that n > 0. Since P is Hermitian and P² = 1, it preserves inner products:

⟨Px, Py⟩ = ⟨x, P²y⟩ = ⟨x, y⟩.

If Px = cx and Py = −cy, the left side is also −|c|²⟨x, y⟩. Hence

(1 + |c|²)⟨x, y⟩ = 0,

and x and y are orthogonal. Oddness gives

P(Op) = −O(Pp) = −c Op,

P(O²p) = −O(P(Op)) = c O²p.

The pairs p, Op and Op, O²p therefore have opposite parity, so that ⟨p, Op⟩ = 0 and ⟨Op, O²p⟩ = 0. Hermiticity of O supplies the remaining matrix element:

⟨p, O²p⟩ = ⟨Op, Op⟩ = n².

Now let x = a p + b Op with complex a and b. Orthogonality gives

‖x‖² = |a|² + n²|b|².

In the expectation both diagonal terms vanish, and the cross terms give

⟨x, Ox⟩ = n²(a* b + a b*) = 2n² Re(a* b),

where the star denotes complex conjugation. Subtracting this from n‖x‖² completes a square:

n‖x‖² − ⟨x, Ox⟩ = n(|a|² + n²|b|² − 2n Re(a* b)) = n|a − nb|².

The right side is nonnegative, so a unit vector has expectation at most n. Equality holds exactly when a = nb. The choice a = 1/√2, b = 1/(n√2) satisfies this condition and gives norm one. In general, a = nb means

x = √2 a · (p + Op/n)/√2,

and ‖x‖ = 1 then requires |√2 a| = 1, which leaves only a phase.

For the minimum, parity reverses the expectation in every state:

⟨Px, OPx⟩ = −⟨Px, POx⟩ = −⟨x, Ox⟩.

It also preserves the norm and maps a p + b Op to ac p − bc Op, which lies in the same span. The values on unit vectors are therefore symmetric about zero, and the least is −n.

## How the lemmas follow the calculation

`opposite_parity_orthogonal` is the orthogonality argument. It works with 1 + |c|² > 0 and so never needs c = ±1. `norm_sq` applies it once to obtain the norm formula.

`deficit` is the central identity. Its facts `h1` and `h2` are the two vanishing matrix elements, the second obtained from the same lemma with −c in place of c. The facts `h3` and `h4` give the value n² for the other two. The expectation is then expanded by linearity, the moduli are written in real and imaginary parts, and `ring` confirms the completed square.

In `max_expectation`, the identity is evaluated at the coefficients of `brokenState`, where the square vanishes. For an arbitrary unit vector of the span, `positivity` shows that the square is nonnegative and `linarith` turns this into the upper bound. `maximiser_iff` reads the identity in the other direction: a zero deficit forces a = nb, and the phase is z = √2 a. `min_expectation` uses `expectation_parity` and the invariance of span and norm under P to carry the upper bound over to a lower one.

## Three sites on which O leaves the span

The theorem `isParityDoublet_witness` supplies a concrete case. It is a small test of the hypotheses: hopping takes the place of the order parameter, and P is a sublattice sign, not the spatial reflection of the chain. On an open chain of three sites, O is nearest-neighbour hopping, P changes the sign of the middle amplitude, and p is localised on the first site. Then Op is the middle-site state and n = 1, while O²p has a component on the third site and leaves the span. The maximum over the span is 1, whereas the largest eigenvalue of this hopping operator is √2. The value ‖Op‖ is thus a maximum within the span, and in general not over the whole state space.

## An order parameter with an even part

Oddness is what removes the diagonal matrix elements. Take P = σz, p = (1, 0) and O = 1 + σx on ℂ². All the hypotheses except PO = −OP hold. Here Op = (1, 1), so ‖Op‖ = √2, and the span is all of ℂ². The state (1, 1)/√2 has expectation 2, which exceeds ‖Op‖.

## The same maximum as an eigenvalue

An alternative model projects O onto the span and asks for the largest eigenvalue of the projected operator. In the orthonormal basis p, Op/n its matrix is

n σx,

with eigenvalues n and −n. That version would make the two-level structure visible at once. It would also bring an orthogonal projection into the statement, and a variational argument would be needed to return from eigenvalues to expectations. The set of expectation values used here states the maximum directly in terms of states.
